# The rank-four Legendre sum over the twelve cuboctahedral directions is −1/2 times the octahedral one

If the rank-four crystal field of an octahedral site is carried over to a cuboctahedral one by counting ligands, twelve instead of six, it is multiplied by $+2$. For identical ligands at the same distance, each axially symmetric about the line to the central ion, and with the cubic axes of the two sites aligned, the correct factor is $-1/2$, so the estimate is four times too large and has the wrong sign.

In Lean 4 with Mathlib:

```lean
import Mathlib

open Matrix

namespace CuboctahedralField

noncomputable section

/-- The Legendre polynomial `P_k(c)`, defined by Bonnet's recursion. -/
def legendreP (c : ℝ) : ℕ → ℝ
  | 0 => 1
  | 1 => c
  | k + 2 => ((2 * (k : ℝ) + 3) * c * legendreP c (k + 1)
      - ((k : ℝ) + 1) * legendreP c k) / ((k : ℝ) + 2)

/-- The homogeneous Legendre term `r^k P_k(n·r/r)`, written as a polynomial in
`t = n·r` and `q = r·r`. -/
def solidLegendre (t q : ℝ) : ℕ → ℝ
  | 0 => 1
  | 1 => t
  | k + 2 => ((2 * (k : ℝ) + 3) * t * solidLegendre t q (k + 1)
      - ((k : ℝ) + 1) * q * solidLegendre t q k) / ((k : ℝ) + 2)

/-- A set of directions completed by the opposite directions. -/
def antipodal (L : List (Fin 3 → ℝ)) : List (Fin 3 → ℝ) :=
  L ++ L.map (fun n => -n)

/-- The normalisation `1/√2` of the cuboctahedral directions. -/
def invSqrtTwo : ℝ := 1 / Real.sqrt 2

/-- The six octahedral directions, plus and minus the coordinate axes. -/
def octahedron : List (Fin 3 → ℝ) :=
  antipodal [![1, 0, 0], ![0, 1, 0], ![0, 0, 1]]

/-- The twelve cuboctahedral directions `(±1, ±1, 0)/√2` and their coordinate
permutations. -/
def cuboctahedron : List (Fin 3 → ℝ) :=
  antipodal [invSqrtTwo • ![1, 1, 0], invSqrtTwo • ![1, -1, 0],
    invSqrtTwo • ![0, 1, 1], invSqrtTwo • ![0, 1, -1],
    invSqrtTwo • ![1, 0, 1], invSqrtTwo • ![1, 0, -1]]

/-- The sum of `r^k P_k(n·r/r)` over the ligand directions `n` of a shell. -/
def ligandSum (L : List (Fin 3 → ℝ)) (k : ℕ) (r : Fin 3 → ℝ) : ℝ :=
  (L.map (fun n => solidLegendre (n ⬝ᵥ r) (r ⬝ᵥ r) k)).sum

/-- With `n·r = r c`, the homogeneous term is `r^k P_k(c)`. -/
theorem solidLegendre_eq (r c : ℝ) :
    ∀ k, solidLegendre (r * c) (r ^ 2) k = r ^ k * legendreP c k
  | 0 => by simp [solidLegendre, legendreP]
  | 1 => by simp [solidLegendre, legendreP]
  | k + 2 => by
    simp only [solidLegendre, legendreP]
    rw [solidLegendre_eq r c (k + 1), solidLegendre_eq r c k]
    ring

/-- Reversing a ligand direction multiplies the rank-`k` term by `(-1)^k`. -/
theorem solidLegendre_neg (t q : ℝ) :
    ∀ k, solidLegendre (-t) q k = (-1) ^ k * solidLegendre t q k
  | 0 => by simp [solidLegendre]
  | 1 => by simp [solidLegendre]
  | k + 2 => by
    simp only [solidLegendre]
    rw [solidLegendre_neg t q (k + 1), solidLegendre_neg t q k]
    ring

/-- In a shell with inversion symmetry every term of odd rank cancels. -/
theorem ligandSum_antipodal_odd (L : List (Fin 3 → ℝ)) (r : Fin 3 → ℝ) {k : ℕ}
    (hk : Odd k) : ligandSum (antipodal L) k r = 0 := by
  -- the reversed directions contribute the opposite sum
  have h : ligandSum (L.map (fun n => -n)) k r = -ligandSum L k r := by
    induction L with
    | nil => simp [ligandSum]
    | cons n L ih =>
      simp only [ligandSum, List.map_cons, List.sum_cons, neg_dotProduct,
        solidLegendre_neg, hk.neg_one_pow] at ih ⊢
      rw [ih]
      ring
  simp only [ligandSum, antipodal, List.map_append, List.sum_append] at h ⊢
  rw [h]
  ring

/-- The square of the normalisation factor is `1/2`. -/
theorem invSqrtTwo_sq : invSqrtTwo ^ 2 = 1 / 2 := by
  rw [invSqrtTwo, div_pow, one_pow, Real.sq_sqrt (by norm_num)]

/-- All cuboctahedral directions are unit vectors. -/
theorem cuboctahedron_unit : ∀ n ∈ cuboctahedron, n ⬝ᵥ n = 1 := by
  intro n hn
  simp only [cuboctahedron, antipodal, List.map_cons, List.map_nil, List.cons_append,
    List.nil_append, List.mem_cons, List.not_mem_nil, or_false] at hn
  rcases hn with rfl | rfl | rfl | rfl | rfl | rfl | rfl | rfl | rfl | rfl | rfl | rfl <;>
  · simp only [dotProduct, Fin.sum_univ_three, Pi.neg_apply, Pi.smul_apply, smul_eq_mul,
      Matrix.cons_val_zero, Matrix.cons_val_one, Matrix.cons_val]
    linear_combination 2 * invSqrtTwo_sq

/-- The rank-four sum over the twelve cuboctahedral directions is `-1/2` times the sum
over the six octahedral directions, at every point `r`. -/
theorem cuboctahedron_rank_four (r : Fin 3 → ℝ) :
    ligandSum cuboctahedron 4 r = -1 / 2 * ligandSum octahedron 4 r := by
  have closed (t q : ℝ) :
      solidLegendre t q 4 = (35 * t ^ 4 - 30 * t ^ 2 * q + 3 * q ^ 2) / 8 := by
    simp only [solidLegendre]
    push_cast
    ring
  simp only [ligandSum, cuboctahedron, octahedron, antipodal, List.map_cons, List.map_nil,
    List.cons_append, List.nil_append, List.sum_cons, List.sum_nil, closed, dotProduct,
    Fin.sum_univ_three, Pi.neg_apply, Pi.smul_apply, smul_eq_mul,
    Matrix.cons_val_zero, Matrix.cons_val_one, Matrix.cons_val]
  generalize r 0 = x, r 1 = y, r 2 = z
  -- replace the fourth and second powers of 1/√2 by 1/4 and 1/2
  linear_combination (35 / 8 * (12 * (x^2 + y^2 + z^2)^2 - 4 * (x^4 + y^4 + z^4))
    * (invSqrtTwo ^ 2 + 1 / 2) - 30 * (x^2 + y^2 + z^2)^2) * invSqrtTwo_sq

/-- The number `-1/2` is the only factor relating the two rank-four sums at all points. -/
theorem rank_four_factor_iff (c : ℝ) :
    (∀ r, ligandSum cuboctahedron 4 r = c * ligandSum octahedron 4 r) ↔ c = -1 / 2 := by
  constructor
  · intro h
    -- at the point (0, 0, 1) the octahedral sum is 7/2
    have ho : ligandSum octahedron 4 ![0, 0, 1] = 7 / 2 := by
      simp only [ligandSum, octahedron, antipodal, List.map_cons, List.map_nil,
        List.cons_append, List.nil_append, List.sum_cons, List.sum_nil, solidLegendre,
        dotProduct, Fin.sum_univ_three, Pi.neg_apply,
        Matrix.cons_val_zero, Matrix.cons_val_one, Matrix.cons_val]
      norm_num
    have h1 := h ![0, 0, 1]
    rw [cuboctahedron_rank_four, ho] at h1
    linarith
  · rintro rfl r
    exact cuboctahedron_rank_four r

/-- For an axial ligand potential with arbitrary coefficients `a k` in ranks one to five,
the cuboctahedral field is `-1/2` times the octahedral field. -/
theorem cuboctahedron_field_through_rank_five (a : ℕ → ℝ) (r : Fin 3 → ℝ) :
    ∑ k ∈ Finset.Icc 1 5, a k * ligandSum cuboctahedron k r
      = -1 / 2 * ∑ k ∈ Finset.Icc 1 5, a k * ligandSum octahedron k r := by
  have hodd (k : ℕ) (hk : Odd k) :
      ligandSum cuboctahedron k r = -1 / 2 * ligandSum octahedron k r := by
    rw [cuboctahedron, octahedron, ligandSum_antipodal_odd _ r hk,
      ligandSum_antipodal_odd _ r hk, mul_zero]
  -- the same relation in rank two
  have htwo : ligandSum cuboctahedron 2 r = -1 / 2 * ligandSum octahedron 2 r := by
    have closed (t q : ℝ) : solidLegendre t q 2 = (3 * t ^ 2 - q) / 2 := by
      simp only [solidLegendre]
      push_cast
      ring
    simp only [ligandSum, cuboctahedron, octahedron, antipodal, List.map_cons, List.map_nil,
      List.cons_append, List.nil_append, List.sum_cons, List.sum_nil, closed, dotProduct,
      Fin.sum_univ_three, Pi.neg_apply, Pi.smul_apply, smul_eq_mul,
      Matrix.cons_val_zero, Matrix.cons_val_one, Matrix.cons_val]
    linear_combination 12 * (r 0 ^ 2 + r 1 ^ 2 + r 2 ^ 2) * invSqrtTwo_sq
  rw [Finset.mul_sum]
  refine Finset.sum_congr rfl fun k hk => ?_
  have h : ligandSum cuboctahedron k r = -1 / 2 * ligandSum octahedron k r := by
    obtain ⟨h1, h5⟩ := Finset.mem_Icc.mp hk
    interval_cases k
    · exact hodd 1 (by decide)
    · exact htwo
    · exact hodd 3 (by decide)
    · exact cuboctahedron_rank_four r
    · exact hodd 5 (by decide)
  rw [h]
  ring

/-- In rank six the cuboctahedral sum is `-13/4` times the octahedral sum. -/
theorem cuboctahedron_rank_six (r : Fin 3 → ℝ) :
    ligandSum cuboctahedron 6 r = -13 / 4 * ligandSum octahedron 6 r := by
  have closed (t q : ℝ) : solidLegendre t q 6
      = (231 * t ^ 6 - 315 * t ^ 4 * q + 105 * t ^ 2 * q ^ 2 - 5 * q ^ 3) / 16 := by
    simp only [solidLegendre]
    push_cast
    ring
  simp only [ligandSum, cuboctahedron, octahedron, antipodal, List.map_cons, List.map_nil,
    List.cons_append, List.nil_append, List.sum_cons, List.sum_nil, closed, dotProduct,
    Fin.sum_univ_three, Pi.neg_apply, Pi.smul_apply, smul_eq_mul,
    Matrix.cons_val_zero, Matrix.cons_val_one, Matrix.cons_val]
  generalize r 0 = x, r 1 = y, r 2 = z
  -- replace the even powers of 1/√2 by their values
  linear_combination (231 / 8 * ((x+y)^6 + (x-y)^6 + (y+z)^6 + (y-z)^6 + (x+z)^6 + (x-z)^6)
      * (invSqrtTwo ^ 4 + invSqrtTwo ^ 2 / 2 + 1 / 4)
    - 315 / 16 * (x^2 + y^2 + z^2) * (12 * (x^2 + y^2 + z^2)^2 - 4 * (x^4 + y^4 + z^4))
      * (invSqrtTwo ^ 2 + 1 / 2)
    + 105 / 2 * (x^2 + y^2 + z^2)^3) * invSqrtTwo_sq

end

end CuboctahedralField
```

```lean
#print axioms CuboctahedralField.cuboctahedron_rank_four
-- 'CuboctahedralField.cuboctahedron_rank_four' depends on axioms: [propext, Classical.choice, Quot.sound]
#print axioms CuboctahedralField.rank_four_factor_iff
-- 'CuboctahedralField.rank_four_factor_iff' depends on axioms: [propext, Classical.choice, Quot.sound]
#print axioms CuboctahedralField.cuboctahedron_field_through_rank_five
-- 'CuboctahedralField.cuboctahedron_field_through_rank_five' depends on axioms: [propext, Classical.choice, Quot.sound]
#print axioms CuboctahedralField.cuboctahedron_rank_six
-- 'CuboctahedralField.cuboctahedron_rank_six' depends on axioms: [propext, Classical.choice, Quot.sound]
```

## Ligand shells as sums of Legendre terms

Let a central ion sit at the origin, and let $\mathbf r=(x,y,z)$ be the position of one of its electrons, with length $r$. A ligand in the direction of the unit vector $\mathbf n$, with a charge distribution symmetric about the line from the ion to the ligand, produces a potential that depends on direction only through the angle between $\mathbf n$ and $\mathbf r$. It can be expanded in the terms

$$r^k P_k(\mathbf n\cdot\mathbf r/r),$$

where $P_k$ is the Legendre polynomial of rank $k$. For a point charge at distance $R>r$, the coefficient of this term is proportional to $1/R^{k+1}$. The field of a shell of identical ligands at equal distance is the sum over their directions, with one common coefficient for each rank. Comparing two shells rank by rank therefore means comparing the direction sums.

In the file, `legendreP c k` is $P_k(c)$, defined by Bonnet's recursion

$$(k+2)P_{k+2}(c)=(2k+3)\,c\,P_{k+1}(c)-(k+1)P_k(c),\qquad P_0=1,\; P_1=c.$$

The expression $\mathbf n\cdot\mathbf r/r$ has no meaning at the origin, although $r^kP_k$ is a polynomial in $x,y,z$. The function `solidLegendre t q k` gives that polynomial directly. It takes $t=\mathbf n\cdot\mathbf r$ and $q=\mathbf r\cdot\mathbf r$ and uses the same recursion with an extra factor $q$ in the last term. No division by $r$ occurs.

A shell is a list of vectors in `Fin 3 → ℝ`. The function `antipodal` appends the negative of every vector, so `octahedron` has six entries and `cuboctahedron` has twelve. The latter are $(\pm1,\pm1,0)/\sqrt2$ and their coordinate permutations, and `cuboctahedron_unit` checks that they have length one. Finally, `ligandSum L k r` adds the rank-$k$ terms over the list `L`; there `r` is the position vector, whereas in `solidLegendre_eq` the same letter is a real number.

## The rank-four identity by hand

Write $s_4=x^4+y^4+z^4$ and $q=x^2+y^2+z^2$. Two steps of the recursion beyond rank two give

$$r^4P_4(\mathbf n\cdot\mathbf r/r)=\tfrac18\left(35t^4-30t^2q+3q^2\right).$$

Each shell thus needs only its number of directions and the sums of $t^2$ and $t^4$.

For the octahedron, $t$ takes the values $\pm x,\pm y,\pm z$. Hence $\sum t^2=2q$ and $\sum t^4=2s_4$, and the total is

$$O_4=\tfrac18\left(70s_4-60q^2+18q^2\right)=\tfrac14\left(35s_4-21q^2\right).$$

For the cuboctahedron, $t$ takes the values $\pm(x+y)/\sqrt2$, $\pm(x-y)/\sqrt2$ and the corresponding values for the other two coordinate pairs. The squares give

$$\sum t^2=2\cdot\tfrac12\left[2(x^2+y^2)+2(y^2+z^2)+2(x^2+z^2)\right]=4q.$$

For the fourth powers, $(x+y)^4+(x-y)^4=2x^4+12x^2y^2+2y^4$. Adding the three coordinate pairs gives $4s_4+12(x^2y^2+y^2z^2+x^2z^2)$. Because $q^2=s_4+2(x^2y^2+y^2z^2+x^2z^2)$, this equals $6q^2-2s_4$. The opposite directions contribute a factor 2 and the normalisation a factor $1/4$, so

$$\sum t^4=3q^2-s_4.$$

The twelve directions together yield

$$C_4=\tfrac18\left[35(3q^2-s_4)-120q^2+36q^2\right]=\tfrac18\left(21q^2-35s_4\right)=-\tfrac12\,O_4.$$

The sign comes from the fourth powers: $s_4$ enters $\sum t^4$ with coefficient $+2$ for the octahedron and $-1$ for the cuboctahedron. The remaining terms, proportional to $q^2$, are isotropic.

## What the theorems state

The main theorem, `cuboctahedron_rank_four`, states $C_4=-\tfrac12O_4$ for every real vector `r`, including the origin. Since the equality holds at all real points, it is an identity of polynomials in $x,y,z$.

An equality of this kind would determine no factor if both sums were zero everywhere. The theorem `rank_four_factor_iff` settles this: a real number `c` relates the two sums at all points exactly when it equals $-1/2$. At $(0,0,1)$ the octahedral sum is $(35-21)/4=7/2$, which is not zero.

The theorem `cuboctahedron_field_through_rank_five` covers a potential with arbitrary coefficients `a k` in ranks one to five. The whole truncated cuboctahedral field is then $-1/2$ times the octahedral one. The coefficients must be the same for both shells, which stands for identical ligands at equal distance. They are chosen freely at each `r`, so the statement also covers coefficients that vary with the distance from the central ion.

The result holds for three reasons:

- In ranks one, three and five, opposite directions cancel in both shells.
- In rank two, the term is $(3t^2-q)/2$. The octahedral sum is $(6q-6q)/2=0$ and the cuboctahedral sum is $(12q-12q)/2=0$.
- In rank four, the main identity applies.

Rank zero is left out because its term is 1 for every ligand. It counts the ligands and so has the ratio $12/6=2$, but it shifts all orbitals of a d or f shell of the central ion equally.

In rank six the factor changes to $-13/4$, by `cuboctahedron_rank_six`. With $s_6=x^6+y^6+z^6$ and

$$r^6P_6=\tfrac1{16}\left(231t^6-315t^4q+105t^2q^2-5q^3\right),$$

the octahedral sum is

$$O_6=\tfrac1{16}\left(462s_6-630s_4q+180q^3\right).$$

For the cuboctahedron, $(x+y)^6+(x-y)^6=2x^6+30x^4y^2+30x^2y^4+2y^6$. The three coordinate pairs add up to $4s_6+30(s_4q-s_6)=30s_4q-26s_6$. With the factor 2 for opposite directions and $1/8$ from the normalisation, $\sum t^6=(15s_4q-13s_6)/2$. Inserting this and the earlier sums gives

$$C_6=\tfrac1{16}\left(-\tfrac{3003}{2}s_6+\tfrac{4095}{2}s_4q-585q^3\right)=-\tfrac{13}{4}\,O_6.$$

At $(0,0,1)$ the octahedral sum is $3/4$, so $-1/2$ fails in this rank.

## Consequences for d and f shells

In first-order crystal-field theory with one-electron potentials of axial ligands, the splitting of a d shell involves no rank above four, so replacing an octahedron by a cuboctahedron of the same ligands at the same distance reverses the order of the $e_g$ and $t_{2g}$ levels and halves their separation. An f shell also responds to rank six, and a single factor no longer describes its splitting. These selection rules for orbital matrix elements are standard and do not appear in the file, which concerns the potential alone.

The model assumes ideal directions and equal distances. Distorted shells, ligands without axial symmetry and covalent mixing of ligand orbitals are not covered. If the two shells have different radii, their coefficients differ as well: for point charges, the rank-four ratio acquires the additional factor $(R_{\text{oct}}/R_{\text{cub}})^5$, where the two radii are the ligand distances.

## How the proof follows the calculation

The lemma `solidLegendre_eq` justifies the homogeneous recursion. It shows that substituting $t=rc$ and $q=r^2$ gives $r^kP_k(c)$. Ranks zero and one are immediate. For rank $k+2$, the two preceding ranks are inserted into the recursion, and $r^{k+2}$ factors out of both terms. For a unit vector $\mathbf n$ and $r\neq0$, one takes $c=\mathbf n\cdot\mathbf r/r$.

The lemma `solidLegendre_neg` uses the same induction to show that reversing $\mathbf n$ multiplies the term by $(-1)^k$. From this, `ligandSum_antipodal_odd` derives the cancellation of odd ranks for any list completed by `antipodal`. An induction on the list shows that the reversed directions contribute the negative of the original sum, and the two halves then add to zero.

The normalisation enters through a single fact, `invSqrtTwo_sq`: with $u=1/\sqrt2$, one has $u^2=1/2$. In `cuboctahedron_rank_four`, the local statement `closed` is the explicit rank-four polynomial. The `simp only` call writes out all eighteen directions and their scalar products, and `generalize` names the coordinates $x,y,z$. What remains is a polynomial equation in $x,y,z,u$ that is true only because $u^2=1/2$.

The tactic `linear_combination` closes it by subtracting a stated multiple of $u^2-1/2$ and checking that the remainder vanishes identically. The multiple can be read off from the hand calculation. Before normalisation, the twelve fourth powers add up to $12q^2-4s_4$, and replacing $u^4$ by $1/4$ uses

$$u^4-\tfrac14=\left(u^2+\tfrac12\right)\left(u^2-\tfrac12\right).$$

This accounts for the part of the coefficient with prefactor $35/8$. The squares add up to $8q$ before normalisation, and multiplication by $-30q/8$ gives the other part, $-30q^2$.

The rank-six proof has the same structure, with one more factorisation:

$$u^6-\tfrac18=\left(u^4+\tfrac12u^2+\tfrac14\right)\left(u^2-\tfrac12\right).$$

For uniqueness, `rank_four_factor_iff` evaluates the assumed relation at $(0,0,1)$. The main identity turns it into $-\tfrac12\cdot\tfrac72=c\cdot\tfrac72$, which `linarith` solves for `c`. The converse direction is the main identity itself.

In `cuboctahedron_field_through_rank_five`, the factor is first moved inside the sum, so that the terms can be compared one at a time. The tactic `interval_cases` then splits the range into its five ranks. The odd ones are settled by the cancellation lemma, rank two by the local result `htwo`, and rank four by the main theorem.
